# For damped vibrations, the scaled residual of an approximate eigenpair is its backward error

An eigensolver for a damped structure returns a complex frequency and a mode shape that leave a residual of norm $10^{-3}$. That number alone does not say whether the answer is good. Halving the mode shape halves the residual, and a change of force unit rescales it again. A more useful question is how far the mass, damping and stiffness would have to move for the computed pair to be exact. If the changes needed are ones that the uncertainty of the data allows, further iteration gains little.

## The question in terms of the coefficients

Free vibrations obey $M\ddot q + C\dot q + Kq = 0$. The ansatz $q(t)=e^{st}x$ with $x\neq 0$ turns this into $Q(s)x=0$, where $Q(s)=s^2M+sC+K$. Given an approximate pair $(s,x)$ and tolerances $a,b,c$ for mass, damping and stiffness, the backward error is the least $\eta$ for which changes $\Delta M,\Delta C,\Delta K$ of norms at most $\eta a,\eta b,\eta c$ make the pair exact. The changes may be complex and need not be symmetric. The least $\eta$ is

$$\eta_{\min}=\frac{\|Q(s)x\|}{w\,\|x\|},\qquad w=a|s|^2+b|s|+c .$$

Note that $c$ is the stiffness tolerance, not a damping constant.

The vectors live in a complex normed space `E`, and the coefficients are bounded operators, written `E →L[ℂ] E`, with the operator norm. Complex $n\times n$ matrices are included, with any vector norm and the matrix norm it induces.

```lean
import Mathlib

open Metric

namespace DampedVibrationBackwardError

noncomputable section

variable {E : Type*} [NormedAddCommGroup E] [NormedSpace ℂ E]
```

The operator $Q(s)$ is the dynamic stiffness. Nothing is assumed about symmetry or definiteness of the coefficients.

```lean
/-- The dynamic stiffness `s² M + s C + K` of a damped vibrating system with mass `M`,
damping `C` and stiffness `K` at the complex frequency `s`. -/
def dynamicStiffness (M C K : E →L[ℂ] E) (s : ℂ) : E →L[ℂ] E :=
  s ^ 2 • M + s • C + K
```

The weight $w$ measures how strongly the three tolerances can act together at the frequency $s$.

```lean
/-- The total weight `a |s|² + b |s| + c` of the tolerances at the frequency `s`. -/
def weight (a b c : ℝ) (s : ℂ) : ℝ := a * ‖s‖ ^ 2 + b * ‖s‖ + c
```

The property "exact for a system within $\eta$" becomes a proposition, with `dM`, `dC`, `dK` for the three changes. The condition $x\ne0$ is left to the theorems.

```lean
/-- Perturbations of mass, damping and stiffness with operator norms at most
`η a`, `η b`, `η c` exist for which the perturbed dynamic stiffness at `s` annihilates `x`. -/
def SolvesNearby (M C K : E →L[ℂ] E) (a b c : ℝ) (s : ℂ) (x : E) (η : ℝ) : Prop :=
  ∃ dM dC dK : E →L[ℂ] E, ‖dM‖ ≤ η * a ∧ ‖dC‖ ≤ η * b ∧ ‖dK‖ ≤ η * c ∧
    dynamicStiffness (M + dM) (C + dC) (K + dK) s x = 0
```

## No smaller perturbation can work

Since $Q(s)$ is linear in its coefficients, the perturbed residual splits:

$$\big(s^2(M+\Delta M)+s(C+\Delta C)+(K+\Delta K)\big)x = Q(s)x+\big(s^2\Delta M+s\Delta C+\Delta K\big)x .$$

In Lean, `change` writes out both sides and `module` compares them.

```lean
/-- The residual of the perturbed system is the original residual plus the action of the
perturbations. -/
theorem dynamicStiffness_perturbed (M C K dM dC dK : E →L[ℂ] E) (s : ℂ) (x : E) :
    dynamicStiffness (M + dM) (C + dC) (K + dK) s x =
      dynamicStiffness M C K s x + dynamicStiffness dM dC dK s x := by
  change s ^ 2 • (M x + dM x) + s • (C x + dC x) + (K x + dK x) =
    (s ^ 2 • M x + s • C x + K x) + (s ^ 2 • dM x + s • dC x + dK x)
  module
```

The triangle inequality and $\|Bx\|\le\|B\|\|x\|$ bound the action of any three coefficients:

$$\|(s^2M+sC+K)x\|\le\big(\|M\||s|^2+\|C\||s|+\|K\|\big)\|x\| .$$

The bracket is `weight` with the operator norms in place of the tolerances.

```lean
/-- The dynamic stiffness stretches a vector by at most `‖M‖ |s|² + ‖C‖ |s| + ‖K‖`. -/
theorem norm_dynamicStiffness_le (M C K : E →L[ℂ] E) (s : ℂ) (x : E) :
    ‖dynamicStiffness M C K s x‖ ≤ weight ‖M‖ ‖C‖ ‖K‖ s * ‖x‖ := by
  have h : ‖s ^ 2 • M x + s • C x + K x‖ ≤ ‖s ^ 2 • M x‖ + ‖s • C x‖ + ‖K x‖ :=
    norm_add₃_le
  rw [norm_smul, norm_smul, norm_pow] at h
  have hM := mul_le_mul_of_nonneg_left (M.le_opNorm x) (sq_nonneg ‖s‖)
  have hC := mul_le_mul_of_nonneg_left (C.le_opNorm x) (norm_nonneg s)
  have hK := K.le_opNorm x
  change ‖s ^ 2 • M x + s • C x + K x‖ ≤ _
  unfold weight
  linarith
```

If the perturbed residual vanishes, then $Q(s)x=-(s^2\Delta M+s\Delta C+\Delta K)x$. Applying the bound to the perturbations gives $\|Q(s)x\|\le\eta w\|x\|$.

## A perturbation that attains the bound

Conversely, a small operator $A$ with $Ax=y$ is needed, where $y=Q(s)x$. In the Euclidean norm one takes $A=yx^*/\|x\|^2$. In a general norm, the Hahn–Banach theorem supplies a linear functional $g$ with $\|g\|\le1$ and $g(x)=\|x\|$, and

$$Av=\frac{g(v)}{\|x\|}\,y,\qquad Ax=y,\qquad \|A\|\le\frac{\|y\|}{\|x\|}.$$

```lean
/-- Any nonzero vector `x` is sent to any prescribed `y` by an operator of norm at most
`‖y‖ / ‖x‖`. -/
theorem exists_operator_map (x y : E) (hx : x ≠ 0) :
    ∃ A : E →L[ℂ] E, A x = y ∧ ‖A‖ ≤ ‖y‖ / ‖x‖ := by
  -- a norming functional of `x` gives a rank-one operator
  obtain ⟨g, hg, hgx⟩ := exists_dual_vector'' ℂ x
  have hn : (‖x‖ : ℂ) ≠ 0 := by exact_mod_cast norm_ne_zero_iff.2 hx
  refine ⟨g.smulRight ((‖x‖ : ℂ)⁻¹ • y), ?_, ?_⟩
  · change g x • ((‖x‖ : ℂ)⁻¹ • y) = y
    rw [hgx, smul_smul]
    exact (congrArg (· • y) (mul_inv_cancel₀ hn)).trans (one_smul ℂ y)
  · rw [ContinuousLinearMap.norm_smulRight_apply, norm_smul, norm_inv, Complex.norm_real,
      norm_norm]
    calc ‖g‖ * (‖x‖⁻¹ * ‖y‖) ≤ 1 * (‖x‖⁻¹ * ‖y‖) :=
          mul_le_mul_of_nonneg_right hg (by positivity)
      _ = ‖y‖ / ‖x‖ := by ring
```

Now suppose $\|Q(s)x\|\le\eta w\|x\|$, so that $\|A\|\le\eta w$. Choose $u$ with $|u|\le1$ and $us=|s|$: this is $|s|/s$ for $s\ne0$, and $u=0$ serves for $s=0$. Share $A$ among the coefficients:

$$\Delta M=-\frac aw u^2A,\qquad \Delta C=-\frac bw uA,\qquad \Delta K=-\frac cw A .$$

Each share respects its tolerance, for instance $\|\Delta M\|\le\frac aw\,\eta w=\eta a$. The phases cancel those of $s^2$ and $s$, so the shares add up:

$$(s^2\Delta M+s\Delta C+\Delta K)x=-\frac{a|s|^2+b|s|+c}{w}\,Ax=-Q(s)x .$$

The theorem states both directions as an equivalence. It asks for nonnegative tolerances with $w>0$. Strictly positive tolerances satisfy this, since then $w\ge c>0$. A zero tolerance stands for a coefficient known exactly, such as a mass matrix that must not change.

In the proof, `share` is the norm estimate for all three pieces, `h1C` says that the proportions add to one, and `linear_combination` carries out the phase cancellation.

```lean
/-- For nonnegative tolerances of positive total weight and `x ≠ 0`, the pair `(s, x)` solves
a system within relative distance `η` exactly when its residual is at most
`η (a |s|² + b |s| + c) ‖x‖`. -/
theorem solvesNearby_iff (M C K : E →L[ℂ] E) {a b c : ℝ} {s : ℂ} {x : E} (η : ℝ)
    (ha : 0 ≤ a) (hb : 0 ≤ b) (hc : 0 ≤ c) (hw : 0 < weight a b c s) (hx : x ≠ 0) :
    SolvesNearby M C K a b c s x η ↔
      ‖dynamicStiffness M C K s x‖ ≤ η * weight a b c s * ‖x‖ := by
  constructor
  · rintro ⟨dM, dC, dK, hM, hC, hK, h0⟩
    rw [dynamicStiffness_perturbed] at h0
    rw [eq_neg_of_add_eq_zero_left h0, norm_neg]
    refine (norm_dynamicStiffness_le dM dC dK s x).trans
      (mul_le_mul_of_nonneg_right ?_ (norm_nonneg x))
    have h1 := mul_le_mul_of_nonneg_right hM (sq_nonneg ‖s‖)
    have h2 := mul_le_mul_of_nonneg_right hC (norm_nonneg s)
    unfold weight
    linarith
  · intro h
    obtain ⟨A, hAx, hA⟩ := exists_operator_map x (dynamicStiffness M C K s x) hx
    have hA' : ‖A‖ ≤ η * weight a b c s :=
      hA.trans ((div_le_iff₀ (norm_pos_iff.2 hx)).2 h)
    -- a phase `u` that makes `s` real and nonnegative
    obtain ⟨u, hu, hus⟩ : ∃ u : ℂ, ‖u‖ ≤ 1 ∧ u * s = (‖s‖ : ℂ) := by
      by_cases hs : s = 0
      · exact ⟨0, by simp, by simp [hs]⟩
      · refine ⟨(‖s‖ : ℂ) / s, ?_, div_mul_cancel₀ _ hs⟩
        have h1 : ‖(‖s‖ : ℂ) / s‖ = 1 := by
          rw [norm_div, Complex.norm_real, norm_norm, div_self (norm_ne_zero_iff.2 hs)]
        exact h1.le
    have hus2 : u ^ 2 * s ^ 2 = (‖s‖ : ℂ) ^ 2 := by rw [← mul_pow, hus]
    -- each coefficient takes its share of the rank-one correction
    have share : ∀ (t : ℝ) (v : ℂ), 0 ≤ t → ‖v‖ ≤ 1 →
        ‖(-((t / weight a b c s : ℝ) : ℂ) * v) • A‖ ≤ η * t := by
      intro t v ht hv
      have hq : 0 ≤ t / weight a b c s := div_nonneg ht hw.le
      rw [norm_smul, norm_mul, norm_neg, Complex.norm_real, Real.norm_of_nonneg hq]
      calc t / weight a b c s * ‖v‖ * ‖A‖
          ≤ t / weight a b c s * 1 * (η * weight a b c s) :=
            mul_le_mul (mul_le_mul_of_nonneg_left hv hq) hA' (norm_nonneg A) (by simpa using hq)
        _ = η * t := by
            have := hw.ne'
            field_simp
    have h1 : a / weight a b c s * ‖s‖ ^ 2 + b / weight a b c s * ‖s‖
        + c / weight a b c s = 1 := by
      calc _ = (a * ‖s‖ ^ 2 + b * ‖s‖ + c) / weight a b c s := by ring
        _ = 1 := div_self hw.ne'
    have h1C : ((a / weight a b c s : ℝ) : ℂ) * (‖s‖ : ℂ) ^ 2
        + ((b / weight a b c s : ℝ) : ℂ) * (‖s‖ : ℂ) + ((c / weight a b c s : ℝ) : ℂ) = 1 := by
      exact_mod_cast h1
    refine ⟨_, _, _, share a (u ^ 2) ha ?_, share b u hb hu, share c 1 hc (by simp), ?_⟩
    · rw [norm_pow]
      exact pow_le_one₀ (norm_nonneg u) hu
    · rw [dynamicStiffness_perturbed, ← hAx]
      generalize ((a / weight a b c s : ℝ) : ℂ) = p at *
      generalize ((b / weight a b c s : ℝ) : ℂ) = q at *
      generalize ((c / weight a b c s : ℝ) : ℂ) = r at *
      have hsum : s ^ 2 * (-p * u ^ 2) + s * (-q * u) + -r * 1 = -1 := by
        linear_combination -h1C - p * hus2 - q * hus
      change A x + (s ^ 2 • ((-p * u ^ 2) • A x) + s • ((-q * u) • A x) + (-r * 1) • A x) = 0
      rw [smul_smul, smul_smul, ← add_smul, ← add_smul, hsum]
      module
```

Dividing by $w\|x\|>0$ gives the formula. `IsLeast` says two things: the ratio is itself an admissible $\eta$, and no admissible $\eta$ is smaller.

```lean
/-- Backward error of an approximate eigenpair: for nonnegative tolerances of positive total
weight and `x ≠ 0`, the denominator `(a |s|² + b |s| + c) ‖x‖` is positive, and the residual
norm divided by it is the least `η` for which `(s, x)` solves a system within `η`. -/
theorem isLeast_backwardError (M C K : E →L[ℂ] E) {a b c : ℝ} {s : ℂ} {x : E}
    (ha : 0 ≤ a) (hb : 0 ≤ b) (hc : 0 ≤ c) (hw : 0 < weight a b c s) (hx : x ≠ 0) :
    0 < weight a b c s * ‖x‖ ∧
      IsLeast {η : ℝ | SolvesNearby M C K a b c s x η}
        (‖dynamicStiffness M C K s x‖ / (weight a b c s * ‖x‖)) := by
  have hpos : 0 < weight a b c s * ‖x‖ := mul_pos hw (norm_pos_iff.2 hx)
  refine ⟨hpos, (solvesNearby_iff M C K _ ha hb hc hw hx).2 ?_, fun η hη => ?_⟩
  · rw [mul_assoc, div_mul_cancel₀ _ hpos.ne']
  · rw [div_le_iff₀ hpos, ← mul_assoc]
    exact (solvesNearby_iff M C K η ha hb hc hw hx).1 hη
```

## When only the frequency is given

Suppose $s$ is prescribed and any nonzero $x$ may serve as its mode shape. Let $E$ have finite nonzero dimension and let $Q(s)$ have inverse $R$. The least $\eta$ that makes $s$ an eigenvalue is then $1/(w\|R\|)$.

For the lower bound, let $x$ be exact for a system within $\eta$. Then

$$\|x\|=\|RQ(s)x\|\le\|R\|\,\eta w\,\|x\|,$$

and dividing by $\|x\|$ gives $\eta\ge1/(w\|R\|)$. For attainment, the closed unit ball is compact, so it contains some $y$ with $\|Ry\|=\|R\|$. Put $x=Ry$. Then $Q(s)x=y$ and $\|Q(s)x\|\le1=\|x\|/\|R\|$, which is the residual condition for $\eta=1/(w\|R\|)$.

The hypothesis `hR` asks only for $RQ(s)v=v$. In finite dimension this makes $Q(s)$ surjective as well, which is how the proof finds $x$ from $y$. The Lean proof treats attainment first: a rescaling to unit length shows that the maximum over the ball is at least $\|R\|$, and the lower bound follows at the end.

```lean
/-- Backward error of an approximate eigenvalue: in finite nonzero dimension, with nonnegative
tolerances of positive total weight, let `R` be the inverse of the dynamic stiffness at `s`.
The least `η` for which some nonzero `x` solves a system within `η` at the frequency `s` is
`1 / ((a |s|² + b |s| + c) ‖R‖)`. -/
theorem isLeast_eigenvalue_backwardError [FiniteDimensional ℂ E] [Nontrivial E]
    (M C K R : E →L[ℂ] E) {a b c : ℝ} {s : ℂ}
    (ha : 0 ≤ a) (hb : 0 ≤ b) (hc : 0 ≤ c) (hw : 0 < weight a b c s)
    (hR : ∀ v, R (dynamicStiffness M C K s v) = v) :
    IsLeast {η : ℝ | ∃ x : E, x ≠ 0 ∧ SolvesNearby M C K a b c s x η}
      (1 / (weight a b c s * ‖R‖)) := by
  have hRpos : 0 < ‖R‖ := by
    obtain ⟨v, hv⟩ := exists_ne (0 : E)
    refine norm_pos_iff.2 fun h => hv ?_
    rw [← hR v, h]
    rfl
  constructor
  · -- the inverse reaches its norm at some `y` of the compact unit ball
    have : ProperSpace E := FiniteDimensional.proper ℂ E
    obtain ⟨y, hy, hmax⟩ := (isCompact_closedBall (0 : E) 1).exists_isMaxOn
      ⟨0, by simp⟩ R.continuous.norm.continuousOn
    have hRy : ‖R‖ ≤ ‖R y‖ := by
      refine R.opNorm_le_bound (norm_nonneg _) fun z => ?_
      by_cases hz : z = 0
      · simp [hz]
      have hzp : 0 < ‖z‖ := norm_pos_iff.2 hz
      have hn : ∀ v : E, ‖((‖z‖ : ℂ)⁻¹) • v‖ = ‖v‖ / ‖z‖ := fun v => by
        rw [norm_smul, norm_inv, Complex.norm_real, norm_norm]
        ring
      have hmem : ((‖z‖ : ℂ)⁻¹) • z ∈ closedBall (0 : E) 1 := by
        rw [mem_closedBall_zero_iff, hn, div_self hzp.ne']
      have h : ‖R (((‖z‖ : ℂ)⁻¹) • z)‖ ≤ ‖R y‖ := hmax hmem
      rw [map_smul, hn] at h
      exact (div_le_iff₀ hzp).1 h
    have hsurj : Function.Surjective (dynamicStiffness M C K s : E →ₗ[ℂ] E) :=
      LinearMap.injective_iff_surjective.1 (Function.LeftInverse.injective (g := R) hR)
    obtain ⟨x, hxy⟩ := hsurj y
    have hxy' : dynamicStiffness M C K s x = y := hxy
    have hxR : R y = x := by rw [← hxy', hR]
    rw [hxR] at hRy
    have hx : x ≠ 0 := norm_pos_iff.1 (hRpos.trans_le hRy)
    refine ⟨x, hx, (solvesNearby_iff M C K _ ha hb hc hw hx).2 ?_⟩
    rw [hxy']
    calc ‖y‖ ≤ 1 := mem_closedBall_zero_iff.1 hy
      _ ≤ ‖x‖ / ‖R‖ := (one_le_div hRpos).2 hRy
      _ = 1 / (weight a b c s * ‖R‖) * weight a b c s * ‖x‖ := by
          have := hw.ne'
          field_simp
  · rintro η ⟨x, hx, hη⟩
    have h := (solvesNearby_iff M C K η ha hb hc hw hx).1 hη
    have h2 := R.le_opNorm (dynamicStiffness M C K s x)
    rw [hR] at h2
    have h3 := mul_le_mul_of_nonneg_left h hRpos.le
    rw [div_le_iff₀ (mul_pos hw hRpos)]
    refine le_of_mul_le_mul_right ?_ (norm_pos_iff.2 hx)
    linarith

end

end DampedVibrationBackwardError
```

```lean
#print axioms DampedVibrationBackwardError.isLeast_backwardError
#print axioms DampedVibrationBackwardError.isLeast_eigenvalue_backwardError
```

```
'DampedVibrationBackwardError.isLeast_backwardError' depends on axioms: [propext, Classical.choice, Quot.sound]
'DampedVibrationBackwardError.isLeast_eigenvalue_backwardError' depends on axioms: [propext, Classical.choice, Quot.sound]
```

## Two masses with the damping ignored

Take two unit masses joined to each other and to two walls by three unit springs, with damping $0.2$ on each mass. In the Euclidean norm,

$$M=I,\qquad C=0.2\,I,\qquad K=\begin{pmatrix}2&-1\\-1&2\end{pmatrix}.$$

The undamped in-phase mode is $s=i$, $x=(1,1)^T$. As an approximation for the damped system it leaves $Q(i)x=(-1+0.2i+1)x=0.2i\,x$. With tolerances equal to the norms of the coefficients, $a=1$, $b=0.2$ and $c=3$, so $w=4.2$ and

$$\eta_{\min}=\frac{0.2}{4.2}=\frac1{21}\approx0.048 .$$

With $P=xx^*/2$, the projection onto $x$, the construction above gives

$$\Delta M=\tfrac{i}{21}P,\qquad \Delta C=-\tfrac1{105}P,\qquad \Delta K=-\tfrac i7P .$$

Their combined action on $x$ is $-\big(\tfrac{i}{21}+\tfrac{i}{105}+\tfrac{i}{7}\big)x=-0.2i\,x$, which cancels the residual. Here $\|Q(i)^{-1}\|=5$, so the frequency alone has the same backward error, $1/(4.2\cdot5)=1/21$.

The mass and stiffness changes are imaginary, whereas the equation of motion of a physical structure has real $M$, $C$ and $K$. If the perturbations had to be real, the imaginary part of the equation would force $(C+\Delta C)x=0$, hence $\|\Delta C\|\ge0.2$ and $\eta\ge1$. The theorems take the least $\eta$ over all complex perturbations, and requiring real ones can raise it considerably. The damped in-phase mode has $s=-0.1\pm i\sqrt{0.99}$, so the small value $1/21$ goes with a decay rate that $s=i$ misses entirely. The ratio is unaffected by the scaling of $x$ and can serve as a stopping criterion in iterative solvers for quadratic eigenproblems, but a small value alone does not guarantee an accurate decay rate.

## Higher powers of the frequency

The same argument, not formalised here, applies to $T(s)=\sum_j s^jA_j$ with a finite sum and tolerances $a_j\ge0$. Sharing the rank-one correction with phases $u^j$ gives the backward error $\|T(s)x\|/(w\|x\|)$ with $w=\sum_j a_j|s|^j$, provided $w>0$ and $x\ne0$.
